# A spinor boost sends no non-zero two-component wave function to zero

The boost of real rapidity t is the matrix cosh(t/2) + σ₂ sinh(t/2), acting on wave functions with two components. The lemma `boost_cancel` says that if the boosted wave function is zero, then the original was zero, so the boost has trivial kernel. The components lie in an arbitrary complex vector space; no inner product, normalisation or Hamiltonian enters. The proof applies the boost of rapidity −t, which undoes the first, and then simplifies the resulting equation to obtain φ = 0.

Lean 4 with Mathlib refuses this proof:

```lean
import Mathlib

open Matrix

namespace CrossedFieldGraphene

noncomputable section

variable {R : Type*} [Ring R] [Algebra ℂ R]

/-- The spinor operator `σ₁ A + σ₂ B + C`, with orbital operators `A`, `B`, `C`. -/
def dirac (A B C : R) : Matrix (Fin 2) (Fin 2) R :=
  !![C, A - Complex.I • B; A + Complex.I • B, C]

/-- The boost `S = cosh (t/2) + σ₂ sinh (t/2)` of rapidity `t`. -/
def boost (t : ℝ) : Matrix (Fin 2) (Fin 2) R :=
  dirac 0 ((Real.sinh (t / 2) : ℂ) • 1) ((Real.cosh (t / 2) : ℂ) • 1)

private theorem matrix_eq {T : Type*} {a b c d a' b' c' d' : T} (h₁ : a = a') (h₂ : b = b')
    (h₃ : c = c') (h₄ : d = d') : !![a, b; c, d] = !![a', b'; c', d'] := by
  rw [h₁, h₂, h₃, h₄]

variable {V : Type*} [AddCommGroup V] [Module ℂ V]

/-- Action of a spinor operator on a two-component wave function. -/
def act (M : Matrix (Fin 2) (Fin 2) (Module.End ℂ V)) (φ : V × V) : V × V :=
  (M 0 0 φ.1 + M 0 1 φ.2, M 1 0 φ.1 + M 1 1 φ.2)

private theorem act_mul (M N : Matrix (Fin 2) (Fin 2) (Module.End ℂ V)) (φ : V × V) :
    act (M * N) φ = act M (act N φ) := by
  apply Prod.ext <;> simp [act, Matrix.mul_apply, Fin.sum_univ_two] <;> abel

/-- The boost of rapidity `-t` undoes the boost of rapidity `t`. -/
theorem boost_neg_mul_boost (t : ℝ) : boost (-t) * boost t = (1 : Matrix _ _ R) := by
  have h : (Real.cosh (t / 2) : ℂ) ^ 2 - (Real.sinh (t / 2) : ℂ) ^ 2 = 1 := by
    have : Real.cosh (t / 2) ^ 2 - Real.sinh (t / 2) ^ 2 = 1 := by
      linarith [Real.cosh_sq (t / 2)]
    exact_mod_cast this
  unfold boost dirac
  rw [neg_div, Real.sinh_neg, Real.cosh_neg, Complex.ofReal_neg, Matrix.mul_fin_two,
    Matrix.one_fin_two]
  generalize (Real.cosh (t / 2) : ℂ) = c at *
  generalize (Real.sinh (t / 2) : ℂ) = s at *
  apply matrix_eq <;>
    simp only [zero_sub, zero_add, mul_neg, mul_smul_comm, mul_one]
  · linear_combination (norm := module) (h + s ^ 2 * Complex.I_sq) • (1 : R)
  · module
  · module
  · linear_combination (norm := module) (h + s ^ 2 * Complex.I_sq) • (1 : R)

private theorem boost_cancel (t : ℝ) {φ : V × V} (h : act (boost t) φ = 0) : φ = 0 := by
  have h1 := act_mul (boost (-t)) (boost t) φ
  rw [boost_neg_mul_boost, h] at h1
  simpa [act] using h1

end

end CrossedFieldGraphene
```

Messages:

```
Main.lean:54:2: error: Type mismatch: After simplification, term
  h1
 has type
  @Eq (V × V) φ (0, 0)
but is expected to have type
  @Eq (V × V) φ 0
```

The message shows that the simplification gave the right mathematical result. After unfolding `act`, `simpa` reduced `h1` to `φ = (0, 0)`, while the goal still read `φ = 0`. The zero of `V × V` is by definition the pair of zeros, but the two are written differently, and simplification did not bring them to the same form. The check with which `simpa` compares the simplified term with the goal did not unfold the zero of the product far enough to identify them, hence the type mismatch.

The repair separates the two steps. `simp [act] at h1` simplifies only the hypothesis, and `exact h1` then offers it for the goal. `exact` may unfold the definition of zero on the product, so it accepts `φ = (0, 0)` as a proof of `φ = 0`.

Fix (accepted with no message):

```diff
@@ -52,5 +52,6 @@
   have h1 := act_mul (boost (-t)) (boost t) φ
   rw [boost_neg_mul_boost, h] at h1
-  simpa [act] using h1
+  simp [act] at h1
+  exact h1
 
 end
```
